# For a nondegenerate starting state, the constrained adiabatic connection has initial slope twice a second-order energy

In density-functional theory the electron repulsion can be switched on gradually while an added potential holds the density fixed, starting from the non-interacting Kohn–Sham state. How fast does the expectation value of the repulsion begin to change?

```lean
import Mathlib

open Finset

namespace DoubleHybridSlope

noncomputable section

variable {V : Type*} [NormedAddCommGroup V] [InnerProductSpace ℂ V]
variable {ι : Type*} [Fintype ι] [DecidableEq ι]

/-- An operator that can be moved from one side of the inner product to the other. -/
def Hermitian (A : V →L[ℂ] V) : Prop :=
  ∀ x y, inner ℂ (A x) y = inner ℂ x (A y)

/-- The real part of `⟨x, A x⟩`. -/
def expectation (A : V →L[ℂ] V) (x : V) : ℝ := (inner ℂ x (A x)).re

/-- The Hamiltonian `H₀ + t W + v(t)` at coupling strength `t`. -/
def hamiltonian (H₀ W : V →L[ℂ] V) (v : ℝ → V →L[ℂ] V) (t : ℝ) : V →L[ℂ] V :=
  H₀ + ((t : ℂ) • W + v t)

/-- A path of normalised eigenvectors `ψ(t)` of `H₀ + t W + v(t)`, differentiable at zero, along
which the expectation value of the initial potential slope `u = v'(0)` is constant. -/
structure AdiabaticConnection (H₀ W u : V →L[ℂ] V) (v : ℝ → V →L[ℂ] V) (ψ : ℝ → V) :
    Prop where
  herm_H₀ : Hermitian H₀
  herm_W : Hermitian W
  herm_u : Hermitian u
  v_zero : v 0 = 0
  v_deriv : HasDerivAt v u 0
  diff : DifferentiableAt ℝ ψ 0
  unit : ∀ t, inner ℂ (ψ t) (ψ t) = 1
  eigen : ∀ t, ∃ ε : ℝ, hamiltonian H₀ W v t (ψ t) = (ε : ℂ) • ψ t
  constraint : ∀ t, expectation u (ψ t) = expectation u (ψ 0)

/-- The second-order energy `-∑ |⟨e_k, P e_o⟩|² / (E_k - E_o)` over `k ≠ o`, for levels with
`E_k ≠ E_o` whenever `k ≠ o`. -/
def secondOrderEnergy (e : OrthonormalBasis ι ℂ V) (E : ι → ℝ) (P : V →L[ℂ] V) (o : ι) : ℝ :=
  -∑ k ∈ univ.erase o, ‖inner ℂ (e k) (P (e o))‖ ^ 2 / (E k - E o)

/-- The expectation value of a Hermitian `A` along a differentiable path has slope
`2 Re ⟨A ψ(0), ψ'(0)⟩` at zero. -/
theorem expectation_hasDerivAt {A : V →L[ℂ] V} (hA : Hermitian A) {ψ : ℝ → V}
    (hd : DifferentiableAt ℝ ψ 0) :
    HasDerivAt (fun t => expectation A (ψ t))
      (2 * (inner ℂ (A (ψ 0)) (deriv ψ 0)).re) 0 := by
  have hψ := hd.hasDerivAt
  have h1 : HasDerivAt (fun t => A (ψ t)) (A (deriv ψ 0)) 0 :=
    (A.restrictScalars ℝ).hasFDerivAt.comp_hasDerivAt 0 hψ
  have h2 := Complex.reCLM.hasFDerivAt.comp_hasDerivAt 0 (hψ.inner ℂ h1)
  refine h2.congr_deriv ?_
  have e2 : (inner ℂ (deriv ψ 0) (A (ψ 0))).re = (inner ℂ (A (ψ 0)) (deriv ψ 0)).re := by
    rw [← inner_conj_symm, Complex.conj_re]
  rw [Complex.reCLM_apply, Complex.add_re, ← hA (ψ 0) (deriv ψ 0), e2]
  ring

/-- If the expectation value of a Hermitian `A` is constant along the path, then
`Re ⟨A ψ(0), ψ'(0)⟩ = 0`. -/
theorem response_of_constant {A : V →L[ℂ] V} (hA : Hermitian A) {ψ : ℝ → V}
    (hd : DifferentiableAt ℝ ψ 0) {c : ℝ} (hc : ∀ t, expectation A (ψ t) = c) :
    (inner ℂ (A (ψ 0)) (deriv ψ 0)).re = 0 := by
  have h1 := expectation_hasDerivAt hA hd
  rw [show (fun t => expectation A (ψ t)) = fun _ => c from funext hc] at h1
  linarith [h1.unique (hasDerivAt_const (0 : ℝ) c)]

omit [DecidableEq ι] in
/-- First-order response of the state:
`(E_k - E_o) ⟨e_k, ψ'(0)⟩ = -⟨e_k, (W + u) e_o⟩` for `k ≠ o`. -/
theorem first_order_response {H₀ W u : V →L[ℂ] V} {v : ℝ → V →L[ℂ] V} {ψ : ℝ → V}
    (h : AdiabaticConnection H₀ W u v ψ) (e : OrthonormalBasis ι ℂ V) (E : ι → ℝ)
    (he : ∀ k, H₀ (e k) = (E k : ℂ) • e k) {o k : ι} (h0 : ψ 0 = e o) (hk : k ≠ o) :
    ((E k - E o : ℝ) : ℂ) * inner ℂ (e k) (deriv ψ 0) = -inner ℂ (e k) ((W + u) (e o)) := by
  have hψ := h.diff.hasDerivAt
  have z : ((0 : ℝ) : ℂ) • W + v 0 = 0 := by simp [h.v_zero]
  have hP : HasDerivAt (fun t : ℝ => (t : ℂ) • W + v t) (W + u) 0 :=
    (((hasDerivAt_id' (0 : ℝ)).ofReal_comp.smul_const W).fun_add h.v_deriv).congr_deriv
      (by simp)
  have hPψ : HasDerivAt (fun t : ℝ => ((t : ℂ) • W + v t) (ψ t)) ((W + u) (e o)) 0 := by
    have hR : HasDerivAt (fun t : ℝ => ((t : ℂ) • W + v t).restrictScalars ℝ)
        ((W + u).restrictScalars ℝ) 0 :=
      (ContinuousLinearMap.restrictScalarsL ℂ V V ℝ ℝ).hasFDerivAt.comp_hasDerivAt 0 hP
    refine (hR.clm_apply hψ).congr_deriv ?_
    simp [h.v_zero, h0]
  have a : ∀ j, HasDerivAt (fun t => inner ℂ (e j) (ψ t)) (inner ℂ (e j) (deriv ψ 0)) 0 :=
    fun j => ((hasDerivAt_const (0 : ℝ) (e j)).inner ℂ hψ).congr_deriv
      (by rw [inner_zero_left, add_zero])
  have g : ∀ j, HasDerivAt (fun t : ℝ => inner ℂ (e j) (((t : ℂ) • W + v t) (ψ t)))
      (inner ℂ (e j) ((W + u) (e o))) 0 :=
    fun j => ((hasDerivAt_const (0 : ℝ) (e j)).inner ℂ hPψ).congr_deriv
      (by rw [inner_zero_left, add_zero])
  -- two projections of the eigenvalue equation, cross-multiplied to remove the eigenvalue
  have cross : ∀ t : ℝ,
      ((E k : ℂ) * inner ℂ (e k) (ψ t) + inner ℂ (e k) (((t : ℂ) • W + v t) (ψ t)))
        * inner ℂ (e o) (ψ t) =
      ((E o : ℂ) * inner ℂ (e o) (ψ t) + inner ℂ (e o) (((t : ℂ) • W + v t) (ψ t)))
        * inner ℂ (e k) (ψ t) := by
    intro t
    obtain ⟨ε, hε⟩ := h.eigen t
    rw [hamiltonian, add_apply] at hε
    have comp : ∀ j, (E j : ℂ) * inner ℂ (e j) (ψ t)
        + inner ℂ (e j) (((t : ℂ) • W + v t) (ψ t)) = ε * inner ℂ (e j) (ψ t) := by
      intro j
      have h1 : inner ℂ (e j) (H₀ (ψ t)) = (E j : ℂ) * inner ℂ (e j) (ψ t) := by
        rw [← h.herm_H₀ (e j) (ψ t), he, inner_smul_left, Complex.conj_ofReal]
      rw [← h1, ← inner_add_right, hε, inner_smul_right]
    rw [comp k, comp o]
    ring
  have hL := (((a k).const_mul (E k : ℂ)).fun_add (g k)).fun_mul (a o)
  have hR := (((a o).const_mul (E o : ℂ)).fun_add (g o)).fun_mul (a k)
  have heq := hL.unique (hR.congr_of_eventuallyEq (Filter.Eventually.of_forall cross))
  have k0 : inner ℂ (e k) (e o) = 0 := e.orthonormal.2 hk
  have o1 : inner ℂ (e o) (e o) = 1 := by simp [inner_self_eq_norm_sq_to_K]
  simp only [z, h0, k0, o1, zero_apply, inner_zero_right] at heq
  rw [Complex.ofReal_sub]
  linear_combination heq

/-- The slope of `⟨ψ, W ψ⟩` at zero coupling is twice the second-order energy of the
perturbation `W + u`, for a nondegenerate initial state. -/
theorem adiabatic_connection_slope {H₀ W u : V →L[ℂ] V} {v : ℝ → V →L[ℂ] V} {ψ : ℝ → V}
    (h : AdiabaticConnection H₀ W u v ψ) (e : OrthonormalBasis ι ℂ V) (E : ι → ℝ)
    (he : ∀ k, H₀ (e k) = (E k : ℂ) • e k) {o : ι} (h0 : ψ 0 = e o)
    (hE : ∀ k, k ≠ o → E k ≠ E o) :
    HasDerivAt (fun t => expectation W (ψ t)) (2 * secondOrderEnergy e E (W + u) o) 0 := by
  refine (expectation_hasDerivAt h.herm_W h.diff).congr_deriv ?_
  have hu := response_of_constant h.herm_u h.diff h.constraint
  have hn : (inner ℂ (ψ 0) (deriv ψ 0)).re = 0 :=
    response_of_constant (A := ContinuousLinearMap.id ℂ V) (fun _ _ => rfl) h.diff (c := 1)
      (fun t => by simp only [expectation, ContinuousLinearMap.id_apply, h.unit t,
        Complex.one_re])
  rw [h0] at hu hn ⊢
  -- the constraint allows W to be replaced by W + u
  have hWu : (inner ℂ (W (e o)) (deriv ψ 0)).re
      = (inner ℂ ((W + u) (e o)) (deriv ψ 0)).re := by
    rw [add_apply, inner_add_left, Complex.add_re, hu, add_zero]
  have him : (inner ℂ ((W + u) (e o)) (e o)).im = 0 := by
    apply Complex.conj_eq_iff_im.mp
    rw [inner_conj_symm, add_apply, inner_add_left, inner_add_right,
      h.herm_W (e o) (e o), h.herm_u (e o) (e o)]
  have term : ∀ (w c : ℂ) (d : ℝ), d ≠ 0 → (d : ℂ) * c = -w →
      ((starRingEnd ℂ) w * c).re = -(‖w‖ ^ 2 / d) := by
    intro w c d hd hc
    have hre := congrArg Complex.re hc
    have hi := congrArg Complex.im hc
    rw [Complex.re_ofReal_mul, Complex.neg_re] at hre
    rw [Complex.im_ofReal_mul, Complex.neg_im] at hi
    rw [← neg_div, eq_div_iff hd, Complex.sq_norm, Complex.normSq_apply, Complex.mul_re,
      Complex.conj_re, Complex.conj_im]
    linear_combination w.re * hre + w.im * hi
  rw [hWu, ← e.sum_inner_mul_inner ((W + u) (e o)) (deriv ψ 0), Complex.re_sum,
    ← Finset.add_sum_erase _ _ (Finset.mem_univ o), Complex.mul_re, him, hn,
    secondOrderEnergy, ← Finset.sum_neg_distrib, mul_zero, zero_mul, sub_zero, zero_add]
  congr 1
  refine Finset.sum_congr rfl fun k hk => ?_
  have hko := Finset.ne_of_mem_erase hk
  rw [← inner_conj_symm ((W + u) (e o)) (e k)]
  exact term _ _ _ (sub_ne_zero.mpr (hE k hko)) (first_order_response h e E he h0 hko)

/-- For a nondegenerate lowest level the second-order energy is not positive, and it vanishes
exactly when the perturbation couples that level to no other. -/
theorem secondOrderEnergy_ground (e : OrthonormalBasis ι ℂ V) (E : ι → ℝ) (P : V →L[ℂ] V)
    {o : ι} (hE : ∀ k, k ≠ o → E o < E k) :
    secondOrderEnergy e E P o ≤ 0 ∧
      (secondOrderEnergy e E P o = 0 ↔ ∀ k, k ≠ o → inner ℂ (e k) (P (e o)) = 0) := by
  have hpos : ∀ k ∈ univ.erase o, 0 ≤ ‖inner ℂ (e k) (P (e o))‖ ^ 2 / (E k - E o) :=
    fun k hk => div_nonneg (sq_nonneg _) (sub_pos.mpr (hE k (Finset.ne_of_mem_erase hk))).le
  refine ⟨neg_nonpos.mpr (Finset.sum_nonneg hpos), ?_⟩
  rw [secondOrderEnergy, neg_eq_zero, Finset.sum_eq_zero_iff_of_nonneg hpos]
  constructor
  · intro hz k hk
    have h1 := hz k (Finset.mem_erase.mpr ⟨hk, Finset.mem_univ k⟩)
    rw [div_eq_zero_iff] at h1
    rcases h1 with h1 | h1
    · exact norm_eq_zero.mp (pow_eq_zero_iff two_ne_zero |>.mp h1)
    · exact absurd h1 (sub_pos.mpr (hE k hk)).ne'
  · intro hz k hk
    rw [hz k (Finset.ne_of_mem_erase hk)]
    simp

/-- The operator `|x⟩⟨y|`. -/
def ketbra (x y : V) : V →L[ℂ] V := (innerSL ℂ y).smulRight x

/-- The Pauli operator `σ_x` in the basis `b`. -/
def sx (b : OrthonormalBasis (Fin 2) ℂ V) : V →L[ℂ] V := ketbra (b 0) (b 1) + ketbra (b 1) (b 0)

/-- The Pauli operator `σ_y` in the basis `b`. -/
def sy (b : OrthonormalBasis (Fin 2) ℂ V) : V →L[ℂ] V :=
  Complex.I • ketbra (b 1) (b 0) - Complex.I • ketbra (b 0) (b 1)

/-- The Pauli operator `σ_z` in the basis `b`. -/
def sz (b : OrthonormalBasis (Fin 2) ℂ V) : V →L[ℂ] V := ketbra (b 0) (b 0) - ketbra (b 1) (b 1)

/-- The two-level state `cos t b₀ + sin t b₁` is an adiabatic connection for `H₀ = -σ_z`,
`W = -2σ_x - σ_y` and `u = σ_y`, starting from `b₀`, with levels `-1` and `1` of `H₀`. -/
theorem adiabaticConnection_witness (b : OrthonormalBasis (Fin 2) ℂ V) :
    AdiabaticConnection (-sz b) ((-2 : ℂ) • sx b - sy b) (sy b)
      (fun t => ((2 * Real.sin t ^ 2 : ℝ) : ℂ) • sz b
        + ((2 * t - 2 * (Real.sin t * Real.cos t) : ℝ) : ℂ) • sx b + (t : ℂ) • sy b)
      (fun t => (Real.cos t : ℂ) • b 0 + (Real.sin t : ℂ) • b 1) ∧
    (Real.cos 0 : ℂ) • b 0 + (Real.sin 0 : ℂ) • b 1 = b 0 ∧
    (-sz b) (b 0) = ((-1 : ℝ) : ℂ) • b 0 ∧ (-sz b) (b 1) = ((1 : ℝ) : ℂ) • b 1 := by
  have ka : ∀ x y w : V, ketbra x y w = inner ℂ y w • x := fun _ _ _ => rfl
  have b00 : inner ℂ (b 0) (b 0) = 1 := by simp [inner_self_eq_norm_sq_to_K]
  have b11 : inner ℂ (b 1) (b 1) = 1 := by simp [inner_self_eq_norm_sq_to_K]
  have b01 : inner ℂ (b 0) (b 1) = 0 := b.orthonormal.2 (by decide)
  have b10 : inner ℂ (b 1) (b 0) = 0 := b.orthonormal.2 (by decide)
  have x0 : sx b (b 0) = b 1 := by simp [sx, ka, b10]
  have x1 : sx b (b 1) = b 0 := by simp [sx, ka, b01]
  have y0 : sy b (b 0) = Complex.I • b 1 := by simp [sy, ka, b10]
  have y1 : sy b (b 1) = -(Complex.I • b 0) := by simp [sy, ka, b01]
  have z0 : sz b (b 0) = b 0 := by simp [sz, ka, b10]
  have z1 : sz b (b 1) = -b 1 := by simp [sz, ka, b01]
  have hx : Hermitian (sx b) := by
    intro x y
    simp only [sx, add_apply, ka, inner_add_left, inner_add_right,
      inner_smul_left, inner_smul_right, inner_conj_symm]
    ring
  have hy : Hermitian (sy b) := by
    intro x y
    simp only [sy, sub_apply, smul_apply, ka,
      inner_sub_left, inner_sub_right, inner_smul_left, inner_smul_right, inner_conj_symm,
      Complex.conj_I]
    ring
  have hz : Hermitian (sz b) := by
    intro x y
    simp only [sz, sub_apply, ka, inner_sub_left, inner_sub_right,
      inner_smul_left, inner_smul_right, inner_conj_symm]
    ring
  have hcs : ∀ t : ℝ, (Real.sin t : ℂ) ^ 2 + (Real.cos t : ℂ) ^ 2 = 1 := fun t => by
    exact_mod_cast Real.sin_sq_add_cos_sq t
  -- the expectation value of σ_y vanishes in every real superposition
  have hc : ∀ t : ℝ,
      expectation (sy b) ((Real.cos t : ℂ) • b 0 + (Real.sin t : ℂ) • b 1) = 0 := by
    intro t
    rw [expectation, ← Complex.zero_re]
    congr 1
    simp only [map_add, map_smul, y0, y1, inner_add_left, inner_add_right, inner_neg_right,
      inner_smul_left, inner_smul_right, Complex.conj_ofReal, b00, b11, b01, b10, smul_neg]
    ring
  refine ⟨⟨?_, ?_, hy, by simp, ?_, ?_, ?_, ?_, fun t => (hc t).trans (hc 0).symm⟩,
    by simp, by simp [z0], by simp [z1]⟩
  · intro x y
    simp only [neg_apply, inner_neg_left, inner_neg_right, hz x y]
  · intro x y
    simp only [sub_apply, smul_apply, inner_sub_left,
      inner_sub_right, inner_smul_left, inner_smul_right, hx x y, hy x y, map_neg,
      Complex.conj_ofNat]
  · have h1 : HasDerivAt (fun t : ℝ => 2 * Real.sin t ^ 2) 0 0 :=
      (((Real.hasDerivAt_sin 0).fun_pow 2).const_mul 2).congr_deriv (by simp)
    have h2 : HasDerivAt (fun t : ℝ => 2 * t - 2 * (Real.sin t * Real.cos t)) 0 0 :=
      (((hasDerivAt_id' (0 : ℝ)).const_mul 2).fun_sub
        (((Real.hasDerivAt_sin 0).fun_mul (Real.hasDerivAt_cos 0)).const_mul 2)).congr_deriv
        (by simp)
    exact (((h1.ofReal_comp.smul_const (sz b)).fun_add
      (h2.ofReal_comp.smul_const (sx b))).fun_add
      ((hasDerivAt_id' (0 : ℝ)).ofReal_comp.smul_const (sy b))).congr_deriv (by simp)
  · exact (((Real.hasDerivAt_cos 0).ofReal_comp.smul_const (b 0)).fun_add
      ((Real.hasDerivAt_sin 0).ofReal_comp.smul_const (b 1))).differentiableAt
  · intro t
    simp only [inner_add_left, inner_add_right, inner_smul_left, inner_smul_right,
      Complex.conj_ofReal, b00, b11, b01, b10]
    linear_combination hcs t
  · intro t
    refine ⟨-1, ?_⟩
    simp only [hamiltonian, add_apply, sub_apply,
      neg_apply, smul_apply, map_add, map_smul,
      x0, x1, y0, y1, z0, z1, Complex.ofReal_sub, Complex.ofReal_mul, Complex.ofReal_pow,
      Complex.ofReal_neg, Complex.ofReal_one, Complex.ofReal_ofNat]
    linear_combination (norm := module) (-2 * (Real.sin t : ℂ)) • (hcs t) • b 1

end

end DoubleHybridSlope
```

```lean
#print axioms DoubleHybridSlope.adiabatic_connection_slope
#print axioms DoubleHybridSlope.secondOrderEnergy_ground
```

```
'DoubleHybridSlope.adiabatic_connection_slope' depends on axioms: [propext, Classical.choice, Quot.sound]
'DoubleHybridSlope.secondOrderEnergy_ground' depends on axioms: [propext, Classical.choice, Quot.sound]
```

## The path and its constraint

The Hamiltonian at coupling strength $t$ is
$$H(t)=H_0+tW+v(t),\qquad v(0)=0,\quad v'(0)=u .$$
Here $H_0$ is the non-interacting Hamiltonian, $W$ the repulsion and $v(t)$ the compensating potential. In Lean they are continuous linear maps on a complex inner product space `V`, whose inner product is linear in the second argument.

`AdiabaticConnection` collects the conditions on the path. The operators $H_0$, $W$ and $u$ are Hermitian. For every real $t$, $\psi(t)$ is a unit eigenvector of $H(t)$ with a real eigenvalue. The usual connection covers only $0\le t\le1$; here the path is assumed on the whole real line, and the derivative at zero is two-sided. The path need only be differentiable at $t=0$, and nothing is assumed about the smoothness of the eigenvalue.

The field `constraint` says that $\langle\psi(t),u\,\psi(t)\rangle$ is constant. It stands for the fixed density: if $u$ is a local potential, its expectation value depends on the density alone. The condition is weaker than fixing the whole density, and it is assumed, as is the existence of the path.

The main theorem, `adiabatic_connection_slope`, also takes a finite orthonormal basis $e_k$ with $H_0e_k=E_ke_k$, so the space is finite-dimensional. If $\psi(0)=e_o$ and $E_k\neq E_o$ for all $k\neq o$, then
$$\frac{d}{dt}\langle\psi,W\psi\rangle\Big|_{0}=2E_2,\qquad E_2=-\sum_{k\ne o}\frac{|\langle e_k,(W+u)e_o\rangle|^2}{E_k-E_o}.$$
The quantity $E_2$ is `secondOrderEnergy e E (W + u) o`. The starting state may be an excited one, and the other levels may be degenerate among themselves. If the state space is one-dimensional, the sum is empty and the slope is zero.

## The first-order response of the state

Write $P(t)=tW+v(t)$, so that $P(0)=0$ and $P'(0)=W+u$. Let $a_j=\langle e_j,\psi\rangle$ and $g_j=\langle e_j,P\psi\rangle$. Projecting the eigenvalue equation on $e_j$ gives
$$E_ja_j+g_j=\varepsilon a_j .$$
Multiply the equation for $k\ne o$ by $a_o$ and the one for $o$ by $a_k$. The right-hand sides agree, and $\varepsilon$ disappears:
$$(E_ka_k+g_k)\,a_o=(E_oa_o+g_o)\,a_k .$$
At zero, $a_o=1$, $a_k=0$ and $g_j=0$, while $g_j'=\langle e_j,(W+u)e_o\rangle$. Differentiating there leaves $E_ka_k'+g_k'=E_oa_k'$, that is,
$$(E_k-E_o)\langle e_k,\psi'(0)\rangle=-\langle e_k,(W+u)e_o\rangle .$$

This is `first_order_response`. Its step `cross` is the cross-multiplied equation; `hL` and `hR` differentiate the two sides, and uniqueness of the derivative equates the results.

## From the response to the slope

For Hermitian $A$, the product rule gives
$$\frac{d}{dt}\langle\psi,A\psi\rangle\Big|_0=\langle\psi',A\psi\rangle+\langle\psi,A\psi'\rangle=2\,\mathrm{Re}\langle A\psi(0),\psi'(0)\rangle ,$$
which is `expectation_hasDerivAt`. If the expectation value is constant, the right-hand side vanishes (`response_of_constant`). The proof uses this twice:

- For $A=u$, the constraint gives $\mathrm{Re}\langle ue_o,\psi'(0)\rangle=0$, so $W$ may be replaced by $W+u$ in the slope.
- For the identity, normalisation gives $\mathrm{Re}\langle e_o,\psi'(0)\rangle=0$.

Put $w_k=\langle e_k,(W+u)e_o\rangle$ and insert the complete basis, as `e.sum_inner_mul_inner` does:
$$2\,\mathrm{Re}\langle(W+u)e_o,\psi'(0)\rangle=2\,\mathrm{Re}\sum_k\overline{w_k}\,\langle e_k,\psi'(0)\rangle .$$
The term $k=o$ is a real number times an imaginary one and contributes nothing. In every other term the response formula gives $\overline{w_k}\cdot(-w_k)/(E_k-E_o)=-|w_k|^2/(E_k-E_o)$, which is the local lemma `term`. These terms add up to $E_2$, so the slope is $2E_2$.

## The sign, and a two-level path

When $e_o$ is the nondegenerate ground state, every denominator is positive. `secondOrderEnergy_ground` concludes that $E_2\le0$, with equality exactly when every coupling $w_k$ with $k\neq o$ vanishes.

`adiabaticConnection_witness` verifies all the path conditions for $\psi(t)=\cos t\,b_0+\sin t\,b_1$, with $H_0=-\sigma_z$, $W=-2\sigma_x-\sigma_y$ and $u=\sigma_y$. The compensating term is $v(t)=2\sin^2t\,\sigma_z+(2t-\sin2t)\,\sigma_x+t\,\sigma_y$. Its values at different $t$ do not all commute, so it is not a local potential in any fixed basis: the example shows that the formal conditions can be met, and does not model a Kohn–Sham system. The eigenvalue stays at $-1$. Since $W+u=-2\sigma_x$ and the gap is 2, the slope is $2\cdot(-4/2)=-4$, in agreement with $\langle\psi,W\psi\rangle=-2\sin 2t$. Leaving $u$ out of the coupling would give $-5$.

## The second-order term in a double-hybrid code

For a finite-dimensional model with a nondegenerate starting determinant, the theorem links the initial slope of the adiabatic connection to the kind of perturbative correlation energy that double hybrids mix in. With canonical Kohn–Sham spin orbitals, the double excitations in $E_2$ give the familiar MP2-type loop
$$-\frac14\sum_{ijab}\frac{|\langle ij\|ab\rangle|^2}{\epsilon_a+\epsilon_b-\epsilon_i-\epsilon_j},$$
where $i,j$ run independently over the occupied spin orbitals and $a,b$ over the virtual ones, $\epsilon$ are orbital energies, and $\langle ij\|ab\rangle=\langle ij|ab\rangle-\langle ij|ba\rangle$ is the antisymmetrised repulsion integral. A one-body $u$ does not enter these terms; it enters the single excitations. A code that evaluates only the doubles loop therefore omits any nonzero singles part of $E_2$, and a double hybrid usually multiplies the loop's result by a chosen mixing coefficient. Double hybrids also commonly take their orbitals from a calculation with a fraction of nonlocal exact exchange; the loop then belongs to a different $H_0$ from the Kohn–Sham one with a local potential.
